# Oddness of a magneto-optical trace in collinear exchange and in spin-conserving spin–orbit coupling

Q: A collinear ferromagnet can absorb left and right circularly polarised light differently, and I expect the difference to vanish without exchange or without spin–orbit coupling. You model it as $S(H)=\mathrm{Im}\,\mathrm{tr}(f(H)\,V\,g(H)\,W)$, with $f,g$ real polynomials. What has that to do with absorption?

A: Take a Hermitian one-electron Hamiltonian $H$ with eigenstates $a,b$ and energies $E_a,E_b$, and let $V,W$ be the $x$ and $y$ dipole operators. The circular absorption strengths differ by
$$|V_{ab}+iW_{ab}|^2-|V_{ab}-iW_{ab}|^2=4\,\mathrm{Im}(V_{ab}W_{ba}),$$
and the trace sums these terms with weights:
$$S(H)=\sum_{a,b}f(E_a)\,g(E_b)\,\mathrm{Im}(V_{ab}W_{ba}).$$
So $f$ and $g$ select the levels, and the factor 4 is left out. In Lean, `n` is a finite index set for the basis states, and `Polynomial.aeval H f` is $f(H)$. Hermiticity is needed for this reading but not for the theorems, which don't assume it.

```lean
import Mathlib

open Matrix
open scoped Kronecker Polynomial

namespace MagnetoOptics

noncomputable section

variable {n : Type*} [Fintype n] [DecidableEq n]

/-- The magneto-optical signal `Im tr (f(H) V g(H) W)` of a Hamiltonian `H`, for real
polynomials `f`, `g` and transition operators `V`, `W`. -/
def response (f g : ℝ[X]) (V W H : Matrix n n ℂ) : ℝ :=
  (trace (Polynomial.aeval H f * V * Polynomial.aeval H g * W)).im
```

Q: Real spectra contain Fermi functions and line shapes, not polynomials.

A: For finite matrices that is a small step, though it is not formalised here. A polynomial can take any prescribed real values on finitely many energies, so it can match a given real function on all levels of one Hermitian $H$, or of two that are compared. A line shape also depends on the difference $E_b-E_a$, so in general it calls for a sum of products $f(E_a)\,g(E_b)$; the zeros and the sign changes carry over to such sums by linearity. The polynomial dependence on a coupling strength, proved below for fixed polynomials $f$ and $g$, need not survive for other weights.

Q: Where does time reversal enter?

A: Through its action on operators, $\Theta(A)=U\bar A\,U^*$, where the bar conjugates each entry and $U^*$ is the adjoint. The Lean name `antiunitary U` means this map on matrices, not the antiunitary operator on states. It is defined for every $U$ as a real-linear map; unitarity is a separate hypothesis.

```lean
/-- The map `A ↦ U conj(A) U*`: complex conjugation of an operator followed by
conjugation with the matrix `U`. -/
def antiunitary (U : Matrix n n ℂ) : Matrix n n ℂ →ₗ[ℝ] Matrix n n ℂ where
  toFun A := U * A.map (starRingEnd ℂ) * Uᴴ
  map_add' A B := by
    have h : (A + B).map (starRingEnd ℂ)
        = A.map (starRingEnd ℂ) + B.map (starRingEnd ℂ) := by ext i j; simp
    rw [h, mul_add, add_mul]
  map_smul' r A := by
    have h : (r • A).map (starRingEnd ℂ) = r • A.map (starRingEnd ℂ) := by ext i j; simp
    rw [h, Matrix.mul_smul, Matrix.smul_mul, RingHom.id_apply]
```

With $U^*U=1$, the map respects products:
$$\Theta(A)\Theta(B)=U\bar A\,U^*U\,\bar B\,U^*=U\,\overline{AB}\,U^*=\Theta(AB).$$
The `calc` block inserts the same identity.

```lean
/-- For unitary `U`, the antiunitary transformation respects products of operators. -/
theorem antiunitary_mul {U : Matrix n n ℂ} (hU : U ∈ unitaryGroup n ℂ)
    (A B : Matrix n n ℂ) :
    antiunitary U (A * B) = antiunitary U A * antiunitary U B := by
  have h : Uᴴ * U = 1 := mem_unitaryGroup_iff'.mp hU
  change U * (A * B).map (starRingEnd ℂ) * Uᴴ
    = U * A.map (starRingEnd ℂ) * Uᴴ * (U * B.map (starRingEnd ℂ) * Uᴴ)
  rw [Matrix.map_mul]
  generalize A.map (starRingEnd ℂ) = A'
  generalize B.map (starRingEnd ℂ) = B'
  calc U * (A' * B') * Uᴴ = U * A' * 1 * (B' * Uᴴ) := by noncomm_ring
    _ = U * A' * (Uᴴ * U) * (B' * Uᴴ) := by rw [h]
    _ = U * A' * Uᴴ * (U * B' * Uᴴ) := by noncomm_ring
```

Q: And why should the signal change sign?

A: Since $\Theta$ is real-linear, multiplicative and fixes $1$, we get $\Theta(H^k)=\Theta(H)^k$ and hence $\Theta(p(H))=p(\Theta(H))$ for real $p$. By cyclicity, $\mathrm{tr}\,\Theta(A)=\mathrm{tr}(U^*U\bar A)=\overline{\mathrm{tr}\,A}$. Now suppose $\Theta(V)=sV$ and $\Theta(W)=sW$ with $s^2=1$. Dipoles have $s=+1$ under time reversal, velocities $s=-1$. Then
$$\overline{\mathrm{tr}(f(H)Vg(H)W)}=s^2\,\mathrm{tr}\big(f(\Theta(H))\,V\,g(\Theta(H))\,W\big).$$
Imaginary parts give $S(\Theta(H))=-S(H)$. In the proof, `hpow` and `hp` handle powers and polynomials, `ht` the trace, and `key` is the displayed identity.

```lean
/-- If both transition operators have the same parity `s = ±1` under an antiunitary
transformation, then transforming the Hamiltonian reverses the signal. -/
theorem response_reversal (f g : ℝ[X]) {U V W : Matrix n n ℂ}
    (hU : U ∈ unitaryGroup n ℂ) {s : ℝ} (hs : s ^ 2 = 1)
    (hV : antiunitary U V = s • V) (hW : antiunitary U W = s • W) (H : Matrix n n ℂ) :
    response f g V W (antiunitary U H) = -response f g V W H := by
  have hone : antiunitary U 1 = 1 := by
    change U * (1 : Matrix n n ℂ).map (starRingEnd ℂ) * Uᴴ = 1
    rw [Matrix.map_one _ (map_zero _) (map_one _), mul_one]
    exact mem_unitaryGroup_iff.mp hU
  have hpow (k : ℕ) : antiunitary U (H ^ k) = antiunitary U H ^ k := by
    induction k with
    | zero => rw [pow_zero, pow_zero, hone]
    | succ k ih => rw [pow_succ, pow_succ, antiunitary_mul hU, ih]
  -- real polynomials commute with the transformation
  have hp (p : ℝ[X]) : antiunitary U (Polynomial.aeval H p)
      = Polynomial.aeval (antiunitary U H) p := by
    induction p using Polynomial.induction_on' with
    | add p q hp hq => simp only [map_add, hp, hq]
    | monomial k a =>
      simp only [Polynomial.aeval_monomial, ← Algebra.smul_def, map_smul, hpow]
  -- traces are complex conjugated
  have ht (A : Matrix n n ℂ) : trace (antiunitary U A) = starRingEnd ℂ (trace A) := by
    change trace (U * A.map (starRingEnd ℂ) * Uᴴ) = _
    have h : Uᴴ * U = 1 := mem_unitaryGroup_iff'.mp hU
    rw [trace_mul_cycle, h, one_mul]
    simp [trace, map_sum]
  have key := ht (Polynomial.aeval H f * V * Polynomial.aeval H g * W)
  rw [antiunitary_mul hU, antiunitary_mul hU, antiunitary_mul hU, hp, hp, hV, hW] at key
  simp only [Matrix.mul_smul, Matrix.smul_mul, smul_smul, ← pow_two, hs, one_smul] at key
  unfold response
  rw [key, Complex.conj_im]
```

If $\Theta(H)=H$, then $S(H)=-S(H)$, so $S(H)=0$.

```lean
/-- The signal vanishes when the Hamiltonian is invariant under an antiunitary
transformation for which both transition operators have the same parity `s = ±1`. -/
theorem response_eq_zero (f g : ℝ[X]) {U V W H : Matrix n n ℂ}
    (hU : U ∈ unitaryGroup n ℂ) {s : ℝ} (hs : s ^ 2 = 1)
    (hV : antiunitary U V = s • V) (hW : antiunitary U W = s • W)
    (hH : antiunitary U H = H) : response f g V W H = 0 := by
  have h := response_reversal f g hU hs hV hW H
  rw [hH] at h
  linarith
```

Q: That gives zero at a symmetric Hamiltonian. You also claim oddness in a coupling strength.

A: Write $H=H_0+tL$ with $t$ real. The entries of $H$ are polynomials in $t$, so the trace is a complex polynomial $\sum_k z_kt^k$. Its imaginary part is $\sum_k(\mathrm{Im}\,z_k)t^k$, which splits into even and odd powers as $a(t^2)+t\,b(t^2)$ with real polynomials $a,b$.

In Lean, `parity` does the splitting, `M` is the Hamiltonian with polynomial entries, and `φ` evaluates them at $t$.

```lean
/-- Along `H0 + t L` the signal is a real polynomial in the coupling strength `t`, here
split into its even and odd powers. -/
theorem response_polynomial (f g : ℝ[X]) (V W H0 L : Matrix n n ℂ) :
    ∃ a b : ℝ[X], ∀ t : ℝ,
      response f g V W (H0 + t • L) = a.eval (t ^ 2) + t * b.eval (t ^ 2) := by
  have parity (P : ℂ[X]) : ∃ a b : ℝ[X], ∀ t : ℝ,
      (P.eval (t : ℂ)).im = a.eval (t ^ 2) + t * b.eval (t ^ 2) := by
    induction P using Polynomial.induction_on' with
    | add P Q hP hQ =>
      obtain ⟨a, b, h⟩ := hP
      obtain ⟨a', b', h'⟩ := hQ
      refine ⟨a + a', b + b', fun t => ?_⟩
      rw [Polynomial.eval_add, Complex.add_im, h, h', Polynomial.eval_add,
        Polynomial.eval_add]
      ring
    | monomial k z =>
      have hz (t : ℝ) : ((Polynomial.monomial k z).eval (t : ℂ)).im = z.im * t ^ k := by
        rw [Polynomial.eval_monomial, ← Complex.ofReal_pow, Complex.im_mul_ofReal]
      obtain ⟨m, rfl | rfl⟩ := Nat.even_or_odd' k
      · refine ⟨Polynomial.monomial m z.im, 0, fun t => ?_⟩
        rw [hz, Polynomial.eval_monomial, Polynomial.eval_zero]
        ring
      · refine ⟨0, Polynomial.monomial m z.im, fun t => ?_⟩
        rw [hz, Polynomial.eval_monomial, Polynomial.eval_zero]
        ring
  -- the Hamiltonian as a matrix of polynomials in the coupling strength
  let M : Matrix n n ℂ[X] :=
    Matrix.of fun i j => Polynomial.C (H0 i j) + Polynomial.X * Polynomial.C (L i j)
  obtain ⟨a, b, h⟩ := parity (trace (Polynomial.aeval M f * V.map Polynomial.C
    * Polynomial.aeval M g * W.map Polynomial.C))
  refine ⟨a, b, fun t => ?_⟩
  let φ : Matrix n n ℂ[X] →ₐ[ℝ] Matrix n n ℂ :=
    ((Polynomial.aeval (t : ℂ) : ℂ[X] →ₐ[ℂ] ℂ).restrictScalars ℝ).mapMatrix
  have hM : φ M = H0 + t • L := by
    ext i j
    simp [φ, M]
    exact mul_comm _ _
  have hC (A : Matrix n n ℂ) : φ (A.map Polynomial.C) = A := by ext i j; simp [φ]
  have hT (A : Matrix n n ℂ[X]) : (trace A).eval (t : ℂ) = trace (φ A) := by
    simp [φ, trace, Polynomial.eval_finsetSum]
  rw [← h t, hT, map_mul, map_mul, map_mul, hC, hC, ← Polynomial.aeval_algHom_apply,
    ← Polynomial.aeval_algHom_apply, hM, response]
```

If $\Theta(H_0)=H_0$ and $\Theta(L)=-L$, then $\Theta(H_0+tL)=H_0-tL$, so $S(-t)=-S(t)$, where $S(t)$ is short for $S(H_0+tL)$. Hence
$$a(t^2)-t\,b(t^2)=-a(t^2)-t\,b(t^2),$$
which forces $a(t^2)=0$ and leaves $S(t)=t\,b(t^2)$. The final `linarith` does this subtraction.

```lean
/-- If an antiunitary transformation preserves `H0`, reverses `L`, and gives both transition
operators the same parity `s = ±1`, the signal of `H0 + t L` is an odd polynomial in `t`. -/
theorem response_odd (f g : ℝ[X]) {U V W H0 L : Matrix n n ℂ}
    (hU : U ∈ unitaryGroup n ℂ) {s : ℝ} (hs : s ^ 2 = 1)
    (hV : antiunitary U V = s • V) (hW : antiunitary U W = s • W)
    (h0 : antiunitary U H0 = H0) (hL : antiunitary U L = -L) :
    ∃ r : ℝ[X], ∀ t : ℝ, response f g V W (H0 + t • L) = t * r.eval (t ^ 2) := by
  obtain ⟨a, b, h⟩ := response_polynomial f g V W H0 L
  refine ⟨b, fun t => ?_⟩
  have e : antiunitary U (H0 + t • L) = H0 + (-t) • L := by
    rw [map_add, map_smul, h0, hL, smul_neg, neg_smul]
  have h3 := response_reversal f g hU hs hV hW (H0 + t • L)
  have h1 := h t
  have h2 := h (-t)
  rw [e] at h3
  rw [neg_sq] at h2
  linarith
```

Q: Then spin–orbit coupling is immediate. Orbital angular momentum is imaginary in a real basis, so plain conjugation reverses $\mathbf L\cdot\boldsymbol\sigma$.

A: It doesn't, and this mistake is easy to make. The matrix $\sigma_y$ is imaginary too, so $L_y\otimes\sigma_y$ is real and keeps its sign. Two different maps are therefore used: time reversal for exchange, and plain conjugation for the spin-conserving part $L_z\otimes\sigma_z$.

```lean
/-- The Pauli matrix `σx`. -/
def σx : Matrix (Fin 2) (Fin 2) ℂ := !![0, 1; 1, 0]

/-- The Pauli matrix `σy`. -/
def σy : Matrix (Fin 2) (Fin 2) ℂ := !![0, -Complex.I; Complex.I, 0]

/-- The Pauli matrix `σz`. -/
def σz : Matrix (Fin 2) (Fin 2) ℂ := !![1, 0; 0, -1]
```

Time reversal has $U=i\sigma_y$ on spin. Checking the entries shows that it preserves the identity and reverses all three Pauli matrices.

```lean
/-- Time reversal of a spin one-half, with `U = iσy`, is antiunitary, preserves the identity
and reverses all three Pauli matrices. -/
theorem spin_reversal_witness :
    !![0, 1; -1, 0] ∈ unitaryGroup (Fin 2) ℂ ∧
    antiunitary !![0, 1; -1, 0] 1 = 1 ∧ antiunitary !![0, 1; -1, 0] σx = -σx ∧
    antiunitary !![0, 1; -1, 0] σy = -σy ∧ antiunitary !![0, 1; -1, 0] σz = -σz := by
  refine ⟨mem_unitaryGroup_iff.mpr ?_, ?_, ?_, ?_, ?_⟩ <;> ext i j <;>
    fin_cases i <;> fin_cases j <;>
    simp [antiunitary, σx, σy, σz, star_eq_conjTranspose, Matrix.mul_apply,
      Matrix.vecMul, dotProduct, Fin.sum_univ_two]
```

Orbital and spin factors are joined by the Kronecker product `⊗ₖ`, orbital first. A unitary $u$ acting on spin alone gives $\Theta(a\otimes p)=\bar a\otimes(u\bar p\,u^*)$, by multiplying factor by factor.

```lean
/-- A unitary `u` on spin alone is unitary on orbital and spin space together, and its
antiunitary transformation conjugates the orbital factor and transforms the spin factor. -/
theorem antiunitary_spin {u : Matrix (Fin 2) (Fin 2) ℂ} (hu : u ∈ unitaryGroup (Fin 2) ℂ) :
    (1 : Matrix n n ℂ) ⊗ₖ u ∈ unitaryGroup (n × Fin 2) ℂ ∧
    ∀ (a : Matrix n n ℂ) (p : Matrix (Fin 2) (Fin 2) ℂ),
      antiunitary ((1 : Matrix n n ℂ) ⊗ₖ u) (a ⊗ₖ p)
        = a.map (starRingEnd ℂ) ⊗ₖ antiunitary u p := by
  constructor
  · have h : u * uᴴ = 1 := mem_unitaryGroup_iff.mp hu
    rw [mem_unitaryGroup_iff, star_eq_conjTranspose, conjTranspose_kronecker,
      ← mul_kronecker_mul, h, conjTranspose_one, one_mul, one_kronecker_one]
  · intro a p
    have h : (a ⊗ₖ p).map (starRingEnd ℂ)
        = a.map (starRingEnd ℂ) ⊗ₖ p.map (starRingEnd ℂ) := by
      ext ⟨i, k⟩ ⟨j, l⟩
      simp [kroneckerMap_apply]
    change (1 ⊗ₖ u) * (a ⊗ₖ p).map (starRingEnd ℂ) * (1 ⊗ₖ u)ᴴ
      = a.map (starRingEnd ℂ) ⊗ₖ (u * p.map (starRingEnd ℂ) * uᴴ)
    rw [h, conjTranspose_kronecker, ← mul_kronecker_mul, ← mul_kronecker_mul,
      conjTranspose_one, one_mul, mul_one]
```

Q: What does the exchange theorem say in words?

A: In a basis of real orbitals, `h` is the spin-independent Hamiltonian and `b` the orbital profile of a collinear exchange field, both real. The imaginary matrices `lx`, `ly`, `lz` are angular momentum components with the spin–orbit constant and the spin factor ½ absorbed. The letter `B` is the exchange strength, not a magnetic flux density. The transition operators are spin-independent, and both real or both imaginary; spin–orbit corrections to the velocity are thus left out. In a crystal, the Bloch matrix at a single k-point can be complex in the chosen basis; the hypotheses then fail, and the theorem doesn't apply to that k-point alone.

Time reversal preserves the full spin–orbit term, because both of its factors change sign, and reverses the exchange term. The signal is therefore $B\,r(B^2)$ for some real polynomial $r$, and it vanishes at $B=0$.

```lean
/-- With real `h`, `b`, imaginary `lx`, `ly`, `lz`, and spin-independent transition operators
both real or both imaginary, the signal is an odd polynomial in the exchange strength `B`. -/
theorem odd_in_exchange (f g : ℝ[X]) {h b lx ly lz v w : Matrix n n ℂ} {s : ℝ}
    (hs : s ^ 2 = 1) (hv : v.map (starRingEnd ℂ) = s • v)
    (hw : w.map (starRingEnd ℂ) = s • w) (hh : h.map (starRingEnd ℂ) = h)
    (hb : b.map (starRingEnd ℂ) = b) (hx : lx.map (starRingEnd ℂ) = -lx)
    (hy : ly.map (starRingEnd ℂ) = -ly) (hz : lz.map (starRingEnd ℂ) = -lz) :
    ∃ r : ℝ[X], ∀ B : ℝ, response f g (v ⊗ₖ (1 : Matrix (Fin 2) (Fin 2) ℂ)) (w ⊗ₖ 1)
      (h ⊗ₖ 1 + (lx ⊗ₖ σx + ly ⊗ₖ σy + lz ⊗ₖ σz) + B • (b ⊗ₖ σz))
        = B * r.eval (B ^ 2) := by
  obtain ⟨hu, h1, sx, sy, sz⟩ := spin_reversal_witness
  obtain ⟨hU, hk⟩ := antiunitary_spin (n := n) hu
  refine response_odd f g hU hs ?_ ?_ ?_ ?_
  · rw [hk, h1, hv, smul_kronecker]
  · rw [hk, h1, hw, smul_kronecker]
  · -- orbital and spin angular momenta both change sign
    simp only [map_add, hk, h1, sx, sy, sz, hh, hx, hy, hz]
    ext ⟨i, k⟩ ⟨j, l⟩
    simp [kroneckerMap_apply]
  · rw [hk, sz, hb]
    ext ⟨i, k⟩ ⟨j, l⟩
    simp [kroneckerMap_apply]
```

Q: And for spin–orbit strength?

A: Here $u=1$. Plain conjugation preserves $h\otimes1+b\otimes\sigma_z$ and reverses $l_z\otimes\sigma_z$, so the signal is $t\,r(t^2)$. At $t=0$ it vanishes even with collinear exchange present. This oddness is claimed only for the spin-conserving coupling. With the full $\mathbf L\cdot\boldsymbol\sigma$ the signal still vanishes at zero spin–orbit strength, but it need not be odd in that strength.

```lean
/-- With real `h`, `b`, imaginary `lz`, and spin-independent transition operators both real or
both imaginary, the signal is an odd polynomial in the strength `t` of the spin-conserving
spin-orbit coupling `lz ⊗ σz`. -/
theorem odd_in_spin_orbit (f g : ℝ[X]) {h b lz v w : Matrix n n ℂ} {s : ℝ}
    (hs : s ^ 2 = 1) (hv : v.map (starRingEnd ℂ) = s • v)
    (hw : w.map (starRingEnd ℂ) = s • w) (hh : h.map (starRingEnd ℂ) = h)
    (hb : b.map (starRingEnd ℂ) = b) (hz : lz.map (starRingEnd ℂ) = -lz) :
    ∃ r : ℝ[X], ∀ t : ℝ, response f g (v ⊗ₖ (1 : Matrix (Fin 2) (Fin 2) ℂ)) (w ⊗ₖ 1)
      (h ⊗ₖ 1 + b ⊗ₖ σz + t • (lz ⊗ₖ σz)) = t * r.eval (t ^ 2) := by
  obtain ⟨hU, hk⟩ := antiunitary_spin (n := n) (one_mem (unitaryGroup (Fin 2) ℂ))
  -- plain complex conjugation leaves the spin factors unchanged
  have h1 : antiunitary (1 : Matrix (Fin 2) (Fin 2) ℂ) 1 = 1 := by
    ext i j; fin_cases i <;> fin_cases j <;> simp [antiunitary]
  have sz : antiunitary (1 : Matrix (Fin 2) (Fin 2) ℂ) σz = σz := by
    ext i j; fin_cases i <;> fin_cases j <;> simp [antiunitary, σz]
  refine response_odd f g hU hs ?_ ?_ ?_ ?_
  · rw [hk, h1, hv, smul_kronecker]
  · rw [hk, h1, hw, smul_kronecker]
  · rw [map_add, hk, hk, h1, sz, hh, hb]
  · rw [hk, sz, hz]
    ext ⟨i, k⟩ ⟨j, l⟩
    simp [kroneckerMap_apply]
```

Q: Could the signal simply be zero throughout?

A: No. Take two orbitals with $H=B\,(1\otimes\sigma_z)+t\,(\sigma_y\otimes\sigma_z)$, $V=\sigma_z\otimes1$, $W=\sigma_x\otimes1$, $f(x)=x^2$ and $g=1$. Since $\sigma_z^2=1$,
$$H^2=(B^2+t^2)\,1\otimes1+2Bt\,\sigma_y\otimes1,\qquad VW=i\sigma_y\otimes1.$$
The first term of $H^2$ contributes nothing, because $\mathrm{tr}\,\sigma_y=0$. The second gives $2Bt\cdot i\cdot\mathrm{tr}(1\otimes1)=8iBt$, so $S=8Bt$.

For $B=1$ and $t=\tfrac12$ we have $H^2=\tfrac54\,1\otimes1+\sigma_y\otimes1$ and $S=4$. Reversing either coupling gives $-4$, and switching either off gives $0$. These $V$ and $W$ are simple real matrices, not the dipoles of a particular material. Lean expands the trace entry by entry and finishes with `ring`.

```lean
/-- In a two-orbital model with exchange strength `B` and spin-orbit strength `t`, the signal
with `f(x) = x²` and `g = 1` equals `8 B t`. -/
theorem response_two_orbital (B t : ℝ) :
    response (Polynomial.X ^ 2) 1 (σz ⊗ₖ (1 : Matrix (Fin 2) (Fin 2) ℂ)) (σx ⊗ₖ 1)
      (B • ((1 : Matrix (Fin 2) (Fin 2) ℂ) ⊗ₖ σz) + t • (σy ⊗ₖ σz)) = 8 * B * t := by
  simp [response, pow_two, trace, Matrix.mul_apply, Fintype.sum_prod_type,
    Fin.sum_univ_two, kroneckerMap_apply, σx, σy, σz]
  ring

end

end MagnetoOptics
```

```lean
#print axioms MagnetoOptics.response_eq_zero
#print axioms MagnetoOptics.odd_in_exchange
#print axioms MagnetoOptics.odd_in_spin_orbit
#print axioms MagnetoOptics.response_two_orbital
```

```
'MagnetoOptics.response_eq_zero' depends on axioms: [propext, Classical.choice, Quot.sound]
'MagnetoOptics.odd_in_exchange' depends on axioms: [propext, Classical.choice, Quot.sound]
'MagnetoOptics.odd_in_spin_orbit' depends on axioms: [propext, Classical.choice, Quot.sound]
'MagnetoOptics.response_two_orbital' depends on axioms: [propext, Classical.choice, Quot.sound]
```
